# To first order in the rate of a slow drive, the anomalous velocity is minus the Berry curvature in the momentum–time plane

## States, derivatives and signs

Let $W$ be a complex inner-product space with inner product $\langle x,y\rangle$, conjugate-linear in $x$ and linear in $y$. Units are chosen so that $\hbar=1$. The Hamiltonian $H$ and the velocity operator $V$ are Hermitian, and $u$ is a normalised eigenvector, $Hu=Eu$ with $E$ real.

In a crystal, $H$ is the Bloch Hamiltonian, which acts on the cell-periodic part $u$ of the Bloch wave and depends on the crystal momentum $k$, and $V=\partial_k H$. Write $d=\partial_k u$ for the momentum derivative of the state and $e=\partial_k E$ for the slope of the band, which is a real number and not the electron charge. Differentiating $(H-E)u=0$ with respect to $k$ gives

$$(H-E)d=(e-V)u. \tag{1}$$

Let $E$ be a non-degenerate level, separated from the rest of the spectrum by a gap, and let the parameters of $H$ change slowly on the time scale set by the inverse gap. The eigenvector then acquires a time derivative $f=\partial_t u$. The evolving state then lags slightly behind the instantaneous eigenvector. Up to a phase it is $u+\varphi$, where $\varphi$ is of first order in the rate of change. We assume that the drive is switched on smoothly, so that $\varphi$ itself varies slowly and $\partial_t\varphi$ is of second order; a sudden start would add oscillating terms. To first order, a component of $\varphi$ along $u$ only changes the phase or the norm, and it is set to zero. Inserting this into the Schrödinger equation and keeping first-order terms gives

$$(H-E)\varphi=i\bigl(f-\langle u,f\rangle u\bigr),\qquad \langle u,\varphi\rangle=0. \tag{2}$$

The Berry curvature in the $(k,t)$ plane is

$$\Omega=-2\,\mathrm{Im}\,Q,\qquad Q=\langle d,f\rangle-\langle d,u\rangle\langle u,f\rangle .$$

For a differentiable family of normalised states, $\langle d,u\rangle$ and $\langle u,f\rangle$ are both imaginary. Their product is then real, and $\Omega$ reduces to $-2\,\mathrm{Im}\langle d,f\rangle$. Keeping the product makes the definition suitable for any vectors $d$ and $f$.

## The interference term by hand

The claim is that, under (1) and (2),

$$2\,\mathrm{Re}\langle\varphi,Vu\rangle=2\,\mathrm{Im}\,Q=-\Omega .$$

Since $H$ is Hermitian and $E$ is real, $H-E$ can be moved across the inner product:

$$\langle(H-E)\varphi,d\rangle=\langle\varphi,(H-E)d\rangle .$$

By (1) and $\langle\varphi,u\rangle=0$, the right side is

$$\langle\varphi,eu-Vu\rangle=-\langle\varphi,Vu\rangle .$$

By (2), the left side is

$$\langle i(f-\langle u,f\rangle u),d\rangle=-i\bigl(\langle f,d\rangle-\langle f,u\rangle\langle u,d\rangle\bigr)=-i\,\overline{Q}.$$

Here the factor $i$ and the number $\langle u,f\rangle$ are conjugated on leaving the first slot. Hence $\langle\varphi,Vu\rangle=i\,\overline{Q}$. The real part of $i\,\overline{Q}$ is $\mathrm{Im}\,Q$, which proves the claim.

## The velocity of the driven state

Pairing (1) with $u$ instead of $\varphi$ gives the ordinary band velocity:

$$0=\langle(H-E)u,d\rangle=\langle u,(H-E)d\rangle=e-\langle u,Vu\rangle .$$

Now multiply the rate of the drive by a real number $s$. Because (2) is linear, the admixture becomes $s\varphi$, where $f$, $\varphi$ and $\Omega$ keep their values at $s=1$. Expand

$$\langle u+s\varphi,V(u+s\varphi)\rangle=\langle u,Vu\rangle+s\bigl(\langle\varphi,Vu\rangle+\langle u,V\varphi\rangle\bigr)+s^2\langle\varphi,V\varphi\rangle .$$

Because $V$ is Hermitian, $\langle u,V\varphi\rangle=\langle Vu,\varphi\rangle=\overline{\langle\varphi,Vu\rangle}$. The two cross terms therefore add up to $2\,\mathrm{Re}\langle\varphi,Vu\rangle=-\Omega$, and the result is

$$e-s\,\Omega+s^2\langle\varphi,V\varphi\rangle .$$

The state $u+s\varphi$ has squared norm $1+s^2\|\varphi\|^2$, so its normalised velocity expectation is

$$\frac{e-s\,\Omega+s^2\langle\varphi,V\varphi\rangle}{1+s^2\|\varphi\|^2}.$$

Normalisation changes only terms of order $s^2$ and higher. These terms are not the full velocity at that order, because second-order corrections to the state have been left out. The anomalous velocity, the part linear in $s$, is $-s\,\Omega$ in either form.

For non-interacting band electrons, this is the term that underlies the intrinsic anomalous Hall effect and adiabatic charge pumping. The identity concerns one state at one momentum, and the sum over filled states is a further step.

## Operators and curvature in Lean

The type `W` is any complex inner-product space, with no condition on its dimension or completeness. Hamiltonian and velocity are linear maps `W →ₗ[ℂ] W`, and `IsSymmetric` says that such a map can be moved across the inner product. Both are defined on all of `W`. An unbounded Hamiltonian therefore fits only if `W` is taken to be a domain that the operators map into itself and that contains all the vectors involved.

```lean
import Mathlib

open scoped ComplexConjugate

namespace AnomalousVelocity

noncomputable section

variable {W : Type*} [NormedAddCommGroup W] [InnerProductSpace ℂ W]
```

The expression `inner ℂ x y` is $\langle x,y\rangle$ with the convention above. The curvature is a real number defined for any three vectors; that `d` and `f` are derivatives is their physical interpretation, and no differentiation takes place in the file.

```lean
/-- The Berry curvature of a state `u` whose derivatives along two parameters are
`d` and `f`. -/
def berryCurvature (u d f : W) : ℝ :=
  -2 * (inner ℂ d f - inner ℂ d u * inner ℂ u f).im
```

## Moving $H-E$ and finding the band slope

The first lemma is the step on which both pairings rest. The reality of $E$ enters through its type `ℝ`: `Complex.conj_ofReal` removes the conjugation that $E$ picks up in the first slot.

```lean
/-- A symmetric Hamiltonian measured from a real energy `E` can be moved from one side of
the inner product to the other. -/
theorem shifted_symmetric {H : W →ₗ[ℂ] W} (hH : H.IsSymmetric) (E : ℝ) (x y : W) :
    inner ℂ (H x - (E : ℂ) • x) y = inner ℂ x (H y - (E : ℂ) • y) := by
  rw [inner_sub_left, inner_sub_right, hH x y, inner_smul_left, inner_smul_right,
    Complex.conj_ofReal]
```

The Hellmann–Feynman relation applies this lemma to `u` and `d`. The eigenvalue equation `hu` makes the left side vanish, `hd` is equation (1), and the normalisation `hn` supplies $\langle u,u\rangle=1$. What remains is $0=e-\langle u,Vu\rangle$, which `linear_combination` rearranges.

```lean
/-- Hellmann-Feynman relation: the expectation value of the velocity operator `V` in the
eigenstate `u` is the band slope `e`. -/
theorem hellmann_feynman {H V : W →ₗ[ℂ] W} (hH : H.IsSymmetric) {E e : ℝ} {u d : W}
    (hn : ‖u‖ = 1) (hu : H u = (E : ℂ) • u)
    (hd : H d - (E : ℂ) • d = (e : ℂ) • u - V u) :
    inner ℂ u (V u) = (e : ℂ) := by
  have huu : inner ℂ u u = (1 : ℂ) := by simp [inner_self_eq_norm_sq_to_K, hn]
  have h := shifted_symmetric hH E u d
  rw [hu, sub_self, inner_zero_left, hd, inner_sub_right, inner_smul_right, huu] at h
  linear_combination h
```

## The complex amplitude and its real part

Here the same lemma is applied to `φ` and `d`. The hypotheses `hφ` and `horth` are the two parts of equation (2). The rewriting inserts both equations, conjugates the scalars in the first slot and removes $\langle\varphi,u\rangle$, which leaves $\langle\varphi,Vu\rangle=i\,\overline{Q}$.

```lean
/-- The velocity matrix element between the adiabatic admixture `φ` and the eigenstate `u`,
expressed through the derivatives `d` and `f` of the eigenstate. -/
theorem velocity_amplitude {H V : W →ₗ[ℂ] W} (hH : H.IsSymmetric) {E e : ℝ} {u d f φ : W}
    (hd : H d - (E : ℂ) • d = (e : ℂ) • u - V u)
    (hφ : H φ - (E : ℂ) • φ = Complex.I • (f - (inner ℂ u f : ℂ) • u))
    (horth : inner ℂ u φ = (0 : ℂ)) :
    inner ℂ φ (V u) = Complex.I * (inner ℂ f d - inner ℂ f u * inner ℂ u d) := by
  have hφu : inner ℂ φ u = (0 : ℂ) := inner_eq_zero_symm.mp horth
  -- pair the equation for `d` with `φ`, and let `H - E` act on `φ` instead
  have h := shifted_symmetric hH E φ d
  rw [hφ, hd, inner_smul_left, inner_sub_left, inner_smul_left, inner_sub_right,
    inner_smul_right, hφu, Complex.conj_I, inner_conj_symm] at h
  linear_combination h
```

The central identity is the real part of this amplitude. The proof writes $\langle d,f\rangle$, $\langle d,u\rangle$ and $\langle u,f\rangle$ as conjugates of the inner products in the amplitude, splits everything into real and imaginary parts, and leaves real algebra to `ring`.

The hypotheses are fewer than the physical setting provides. Neither the symmetry of `V`, nor the normalisation of `u`, nor the eigenvalue equation is used. Equations (1) and (2) are assumed, so the theorem takes the first-order adiabatic admixture as given and does not derive it from time evolution. It also assumes that a solution `φ` exists, which can fail when $E$ is degenerate and the drive couples $u$ to other states of the same energy.

```lean
/-- Anomalous velocity: twice the real part of the velocity matrix element between the adiabatic
admixture `φ` and the eigenstate `u` is minus the Berry curvature. -/
theorem anomalous_velocity {H V : W →ₗ[ℂ] W} (hH : H.IsSymmetric) {E e : ℝ} {u d f φ : W}
    (hd : H d - (E : ℂ) • d = (e : ℂ) • u - V u)
    (hφ : H φ - (E : ℂ) • φ = Complex.I • (f - (inner ℂ u f : ℂ) • u))
    (horth : inner ℂ u φ = (0 : ℂ)) :
    2 * (inner ℂ φ (V u)).re = -berryCurvature u d f := by
  rw [velocity_amplitude hH hd hφ horth, berryCurvature, ← inner_conj_symm d f,
    ← inner_conj_symm d u, ← inner_conj_symm u f]
  simp only [Complex.mul_re, Complex.mul_im, Complex.sub_re, Complex.sub_im,
    Complex.conj_re, Complex.conj_im, Complex.I_re, Complex.I_im]
  ring
```

The full velocity formula does need the remaining hypotheses: `hn` and `hu` give the slope $e$, and `hV` makes the cross terms conjugate to each other, as recorded in `hc`. After the expansion, the difference between the two sides is $s$ times the anomalous-velocity identity, and this is what `linear_combination s * h1` states. The theorem is exact for every real `s` and refers to the unnormalised vector; the quotient given earlier is the corresponding normalised expectation.

```lean
/-- The velocity form in the unnormalised driven state `u + s φ` is the band slope, minus
`s` times the Berry curvature, plus a term quadratic in `s`. -/
theorem driven_velocity {H V : W →ₗ[ℂ] W} (hH : H.IsSymmetric) (hV : V.IsSymmetric)
    {E e : ℝ} {u d f φ : W} (hn : ‖u‖ = 1) (hu : H u = (E : ℂ) • u)
    (hd : H d - (E : ℂ) • d = (e : ℂ) • u - V u)
    (hφ : H φ - (E : ℂ) • φ = Complex.I • (f - (inner ℂ u f : ℂ) • u))
    (horth : inner ℂ u φ = (0 : ℂ)) (s : ℝ) :
    (inner ℂ (u + (s : ℂ) • φ) (V (u + (s : ℂ) • φ))).re
      = e - s * berryCurvature u d f + s ^ 2 * (inner ℂ φ (V φ)).re := by
  -- the two cross terms are complex conjugates because `V` is symmetric
  have hc : inner ℂ u (V φ) = conj (inner ℂ φ (V u)) := by
    rw [inner_conj_symm]
    exact (hV u φ).symm
  have h0 := hellmann_feynman hH hn hu hd
  have h1 := anomalous_velocity hH hd hφ horth
  simp only [map_add, map_smul, inner_add_left, inner_add_right, inner_smul_left,
    inner_smul_right, Complex.conj_ofReal, hc, h0]
  simp only [Complex.add_re, Complex.mul_re, Complex.ofReal_re, Complex.ofReal_im,
    Complex.conj_re]
  linear_combination s * h1
```

## Independence of the phase of the eigenvector

An eigenvector can be multiplied by a phase $c=e^{i\chi}$ that varies with $k$ and $t$. Its derivatives then become $c(d+au)$ and $c(f+bu)$, with $a=i\,\partial_k\chi$ and $b=i\,\partial_t\chi$. Since $|c|=1$ and $\|u\|=1$, the new value of $Q$ is

$$\langle d,f\rangle+b\langle d,u\rangle+\bar a\langle u,f\rangle+\bar a b-\bigl(\langle d,u\rangle+\bar a\bigr)\bigl(\langle u,f\rangle+b\bigr)=Q .$$

The theorem allows arbitrary complex `a` and `b`, which includes the imaginary shifts of a true phase change. In the proof, `congr 2` reduces the claim to the equality of the two complex numbers $Q$. The coefficient in `linear_combination` then accounts for $\bar c c$, which occurs once in the first term of $Q$ and twice in the second.

```lean
/-- Gauge invariance: the Berry curvature is unchanged when `u` is multiplied by a phase `c`
and its derivatives are multiplied by `c` and shifted along `u`. -/
theorem berryCurvature_gauge {u : W} (hn : ‖u‖ = 1) (d f : W) {c : ℂ} (hc : ‖c‖ = 1)
    (a b : ℂ) :
    berryCurvature (c • u) (c • (d + a • u)) (c • (f + b • u)) = berryCurvature u d f := by
  have huu : inner ℂ u u = (1 : ℂ) := by simp [inner_self_eq_norm_sq_to_K, hn]
  have hcc : conj c * c = 1 := by
    rw [mul_comm, Complex.mul_conj, Complex.normSq_eq_norm_sq, hc]
    norm_num
  unfold berryCurvature
  congr 2
  simp only [inner_smul_left, inner_smul_right, inner_add_left, inner_add_right, huu]
  -- the shifts cancel between the two terms, the phases by `|c| = 1`
  linear_combination
    ((inner ℂ d f + b * inner ℂ d u + conj a * inner ℂ u f + conj a * b)
      - (conj c * c + 1) * (inner ℂ d u + conj a) * (inner ℂ u f + b)) * hcc
```

## Only the transverse drive contributes

Suppose that the state depends on two momentum components, with derivatives $d$ and $g$, and that these components change at real rates $a$ and $b$. These rates are unrelated to the phase shifts above. Then $f=ad+bg$, and

$$Q=a\bigl(\langle d,d\rangle-|\langle d,u\rangle|^2\bigr)+b\bigl(\langle d,g\rangle-\langle d,u\rangle\langle u,g\rangle\bigr).$$

The first bracket is real and drops out of the imaginary part. Motion along the direction in which the velocity is measured therefore gives no anomalous contribution; the anomalous velocity comes from the rate $b$ alone and equals $-b$ times the curvature formed from $d$ and $g$.

The Lean proof starts from `anomalous_velocity` with this `f`. It obtains the reality of $\langle d,d\rangle$ as `h2` by comparing the inner product with its own conjugate, and the last line uses `h2` to remove the term proportional to $a$.

```lean
/-- If the state is driven at real rates `a` along the direction of `d` and `b` along a second
direction with derivative `g`, only the rate `b` enters the anomalous velocity. -/
theorem transverse_velocity {H V : W →ₗ[ℂ] W} (hH : H.IsSymmetric) {E e : ℝ}
    {u d g φ : W} (a b : ℝ)
    (hd : H d - (E : ℂ) • d = (e : ℂ) • u - V u)
    (hφ : H φ - (E : ℂ) • φ = Complex.I • (((a : ℂ) • d + (b : ℂ) • g)
      - (inner ℂ u ((a : ℂ) • d + (b : ℂ) • g) : ℂ) • u))
    (horth : inner ℂ u φ = (0 : ℂ)) :
    2 * (inner ℂ φ (V u)).re = -(b * berryCurvature u d g) := by
  rw [anomalous_velocity hH hd hφ horth]
  have h1 := congrArg Complex.im (inner_conj_symm (𝕜 := ℂ) d d)
  rw [Complex.conj_im] at h1
  have h2 : (inner ℂ d d : ℂ).im = 0 := by linarith
  unfold berryCurvature
  simp only [inner_add_right, inner_smul_right]
  rw [← inner_conj_symm d u]
  simp only [Complex.add_re, Complex.add_im, Complex.sub_im, Complex.mul_re, Complex.mul_im,
    Complex.ofReal_re, Complex.ofReal_im, Complex.conj_re, Complex.conj_im]
  linear_combination 2 * a * h2
```

## Two levels, the smallest space with nonzero curvature

If the state space $W$ is one-dimensional, $\varphi\perp u$ with $\|u\|=1$ forces $\varphi=0$, so the anomalous velocity vanishes. Two levels are enough for a nonzero value. Take energies 0 and 1 for the Hamiltonian:

```lean
/-- The Hamiltonian of a two-level system with level energies 0 and 1. -/
def twoLevel : EuclideanSpace ℂ (Fin 2) →ₗ[ℂ] EuclideanSpace ℂ (Fin 2) where
  toFun x := !₂[0, x 1]
  map_add' x y := by ext i; fin_cases i <;> simp
  map_smul' c x := by ext i; fin_cases i <;> simp
```

The velocity operator exchanges the levels.

```lean
/-- The operator that exchanges the two levels. -/
def flip : EuclideanSpace ℂ (Fin 2) →ₗ[ℂ] EuclideanSpace ℂ (Fin 2) where
  toFun x := !₂[x 1, x 0]
  map_add' x y := by ext i; fin_cases i <;> simp
  map_smul' c x := by ext i; fin_cases i <;> simp
```

The eigenstate $u$ is the lower level.

```lean
/-- The lower level. -/
def lower : EuclideanSpace ℂ (Fin 2) := !₂[1, 0]
```

The upper level supplies the other vectors.

```lean
/-- The upper level. -/
def upper : EuclideanSpace ℂ (Fin 2) := !₂[0, 1]
```

Write $w$ for the upper level, and set $d=\varphi=-w$, $f=iw$ and $E=e=0$. Since $Hw=w$ and $Vu=w$, equation (1) reads $-w=-w$. Equation (2) reads $-w=i(iw)$, because $\langle u,f\rangle=0$. Finally $Q=\langle-w,iw\rangle=-i$, so $\Omega=2$.

The driven vector is $u-sw$, and its velocity form is $-2s$, in agreement with $e-s\,\Omega+s^2\langle\varphi,V\varphi\rangle$, since $\langle w,Vw\rangle=0$. The normalised expectation is $-2s/(1+s^2)$. For small $s$ it approaches $-2s$, and its magnitude never exceeds 1, the largest eigenvalue of the exchange operator.

The theorem below lists the hypotheses of `driven_velocity` for these vectors, followed by the value of the curvature. Each is checked by computing components or inner products, which shows that the assumptions are consistent and allow a nonzero anomalous velocity.

```lean
/-- The two-level system with velocity operator `flip`, `u = lower`, `d = φ = -upper` and `f = i
upper` meets all the hypotheses of `driven_velocity` with `E = e = 0`, and its Berry curvature is 2.
-/
theorem driven_velocity_witness :
    twoLevel.IsSymmetric ∧ flip.IsSymmetric ∧ ‖lower‖ = 1 ∧
    twoLevel lower = ((0 : ℝ) : ℂ) • lower ∧
    twoLevel (-upper) - ((0 : ℝ) : ℂ) • (-upper) = ((0 : ℝ) : ℂ) • lower - flip lower ∧
    twoLevel (-upper) - ((0 : ℝ) : ℂ) • (-upper) = Complex.I •
      (Complex.I • upper - (inner ℂ lower (Complex.I • upper) : ℂ) • lower) ∧
    inner ℂ lower (-upper) = (0 : ℂ) ∧
    berryCurvature lower (-upper) (Complex.I • upper) = 2 := by
  refine ⟨?_, ?_, ?_, ?_, ?_, ?_, ?_, ?_⟩
  · intro x y
    simp [twoLevel, PiLp.inner_apply, Fin.sum_univ_two]
  · intro x y
    simp [flip, PiLp.inner_apply, Fin.sum_univ_two, add_comm]
  · simp [lower, EuclideanSpace.norm_eq, Fin.sum_univ_two]
  · ext i; fin_cases i <;> simp [twoLevel, lower]
  · ext i; fin_cases i <;> simp [twoLevel, flip, lower, upper]
  · ext i; fin_cases i <;>
      simp [twoLevel, lower, upper, PiLp.inner_apply, Fin.sum_univ_two]
  · simp [lower, upper, PiLp.inner_apply, Fin.sum_univ_two]
  · have h : ‖(!₂[0, 1] : EuclideanSpace ℂ (Fin 2))‖ = 1 := by
      simp [EuclideanSpace.norm_eq, Fin.sum_univ_two]
    simp [berryCurvature, lower, upper, PiLp.inner_apply, Fin.sum_univ_two, h]

end

end AnomalousVelocity
```

```lean
#print axioms AnomalousVelocity.driven_velocity
-- 'AnomalousVelocity.driven_velocity' depends on axioms: [propext, Classical.choice, Quot.sound]
#print axioms AnomalousVelocity.berryCurvature_gauge
-- 'AnomalousVelocity.berryCurvature_gauge' depends on axioms: [propext, Classical.choice, Quot.sound]
#print axioms AnomalousVelocity.transverse_velocity
-- 'AnomalousVelocity.transverse_velocity' depends on axioms: [propext, Classical.choice, Quot.sound]
```
